# A half-filled Fermi-Dirac level under plain iteration: two-cycles exist exactly when BU > 4

## A cold level that fills and empties

Take one level whose energy rises with its own occupation \(n\). Measured from the chemical potential, the energy is \(U(n-\tfrac12)\), with \(U>0\) the strength of the repulsion. Suppose the temperature is almost zero and start with the level full, \(n=1\). Its energy is \(+U/2\), so the next occupation is nearly 0. Now the energy is nearly \(-U/2\), so the level fills again. The iteration swings between full and empty and never finds the self-consistent value \(n=\tfrac12\). It is a one-level analogue of charge sloshing, which in extended systems moves charge back and forth between distant regions.

Thermal smearing softens the response. With inverse temperature \(B=1/(k_BT)\), usually written \(\beta\), the new occupation is

\[
F(n)=\frac{1}{1+e^{BU(n-1/2)}} .
\]

How much smearing makes the oscillation die out? For \(B,U>0\), two distinct occupations that \(F\) exchanges exist exactly when \(BU>4\), that is, when \(k_BT<U/4\). Above that value of \(BU\), no iteration started away from \(n=\tfrac12\) converges. For this one-level model without mixing, the result says when a self-consistent field (SCF) loop is too cold to settle.

## Mirror symmetry of the cycles

Write \(c=BU>0\), \(x=n-\tfrac12\) and \(y=cx\). Reflecting the input about half filling changes the sign of \(y\), so

\[
F(1-n)=\frac{1}{1+e^{-y}}=\frac{e^{y}}{1+e^{y}}=1-F(n).
\]

Also, \(F\) is strictly decreasing. Let \(F(n)=m\) and \(F(m)=n\). Then \(F(1-m)=1-n\). If \(n<1-m\), monotonicity gives \(m>1-n\), which says \(n>1-m\), a contradiction. The case \(n>1-m\) fails in the same way. Hence \(m=1-n\). Taking \(m=n\) shows that the only fixed point is \(\tfrac12\).

A two-cycle of distinct points is therefore a solution of \(F(n)=1-n\) with \(n\neq\tfrac12\). One of its two points lies above \(\tfrac12\), so it is enough to look there.

## No cycle up to BU = 4

Let \(c\le4\) and \(n>\tfrac12\). The claim is \(F(n)>1-n\). Multiplying out, this is

\[
1>(\tfrac12-x)(1+e^{y})
\quad\Longleftrightarrow\quad
2x(e^{y}+1)>e^{y}-1 .
\]

Since \(y=cx\le4x\), we have \(2x\ge y/2\), and it suffices that \(y(e^{y}+1)>2(e^{y}-1)\) for \(y>0\). Set \(g(t)=(t-2)e^{t}+t\). The inequality says \(g(y)>-2=g(0)\). It holds because

\[
g'(t)=(t-1)e^{t}+1>0\qquad(t>0),
\]

which is \(e^{-t}>1-t\) multiplied by \(e^{t}\). The argument includes \(c=4\), where the slope \(F'(\tfrac12)=-c/4\) equals \(-1\) and linear stability analysis is undecided.

## Above BU = 4 half filling repels and a cycle appears

Let \(c>4\) and \(\tfrac12<n\le1-2/c\). Now the inequality reverses: \(F(n)<1-n\), or \((1-n)(1+e^{y})>1\). Using \(e^{y}\ge1+y+y^2/2\),

\[
(1-n)(1+e^{y})-1\;\ge\;\frac{x}{2}\Bigl[(c-4)+cx\bigl((1-n)c-2\bigr)\Bigr]>0,
\]

because \((1-n)c\ge2\). So \(\tfrac12-F(n)>n-\tfrac12\): the step lands on the other side of half filling and farther away. By reflection the same holds below \(\tfrac12\). One step thus increases the distance from half filling whenever that distance is nonzero and at most \(\tfrac12-2/c\).

For the cycle, consider \(F(n)+n\). It is below 1 at \(n=1-2/c\) and above 1 at \(n=1\), so by continuity it equals 1 somewhere between. There \(F(n)=1-n\), and reflection gives \(F(1-n)=n\). Since \(1-2/c>\tfrac12\), the two points differ. As \(c\to\infty\), the bounds \(1-2/c<n<1\) push this pair towards \(\{1,0\}\), the cold level of the opening.

## No limit for the orbit

Let \(c>4\), start from \(n_0\neq\tfrac12\), and suppose the iterates converge to \(L\). By continuity \(F(L)=L\), so \(L=\tfrac12\). Since \(F\) is injective and fixes \(\tfrac12\), no iterate equals \(\tfrac12\). From some iteration \(K\) on, all iterates lie within \(\tfrac12-2/c\) of \(\tfrac12\). There each step increases the distance, so it never falls below its positive value at \(K\), and the iterates cannot tend to \(\tfrac12\).

## What the theorems say

In the Lean file, `occ B U` is the map \(F\), taken on all real numbers and not only on \([0,1]\). The chemical potential is fixed where half filling is self-consistent.

- `twoCycle_iff` assumes `0 < B` and `0 < U`. It states that distinct `n` and `m` with `occ B U n = m` and `occ B U m = n` exist if and only if `4 < B * U`.
- `iteration_not_convergent` assumes `4 < B * U` and `n₀ ≠ 1 / 2`. The expression `(occ B U)^[k] n₀` is the occupation after `k` plain iterations, and `Tendsto … atTop (𝓝 L)` is convergence to `L`, which is denied for every real `L`.

The second theorem does not say that the orbit approaches the two-cycle. Nor do the theorems state convergence for \(BU\le4\), though a short argument outside the Lean proof supplies it: \(F\circ F\) is increasing, so every second iterate forms a bounded monotone sequence, whose limit can only be \(\tfrac12\) when there is no two-cycle.

The step left to physical judgement is the reduction of a real calculation, with many coupled orbitals and a fixed electron number, to one occupation with an energy linear in it.

## The Lean file

```lean
import Mathlib

open Filter Topology

namespace FermiDiracThreshold

/-- The half-filled Fermi-Dirac occupation map: the new occupation of a level whose energy
relative to the chemical potential is `U (n - 1/2)`, at inverse temperature `B`. -/
noncomputable def occ (B U n : ℝ) : ℝ := 1 / (1 + Real.exp (B * U * (n - 1 / 2)))

/-- Particle-hole symmetry: reflecting the input occupation about half filling reflects
the output occupation. -/
theorem occ_reflect (B U n : ℝ) : occ B U (1 - n) = 1 - occ B U n := by
  unfold occ
  have e : B * U * (1 - n - 1 / 2) = -(B * U * (n - 1 / 2)) := by ring
  have h : Real.exp (-(B * U * (n - 1 / 2))) * Real.exp (B * U * (n - 1 / 2)) = 1 := by
    rw [← Real.exp_add, neg_add_cancel, Real.exp_zero]
  rw [e, eq_sub_iff_add_eq, div_add_div _ _ (by positivity) (by positivity),
    div_eq_one_iff_eq (by positivity)]
  linear_combination -h

/-- For `BU > 0` a larger input occupation gives a strictly smaller output occupation. -/
theorem occ_strictAnti {B U : ℝ} (hc : 0 < B * U) : StrictAnti (occ B U) := by
  intro a b hab
  have h := Real.exp_lt_exp.2
    (mul_lt_mul_of_pos_left (show a - 1 / 2 < b - 1 / 2 by linarith) hc)
  unfold occ
  exact one_div_lt_one_div_of_lt (by positivity) (by linarith)

/-- For `BU > 0`, two occupations that the map exchanges are mirror images of each other
about half filling. -/
theorem twoCycle_symmetric {B U n m : ℝ} (hc : 0 < B * U)
    (hn : occ B U n = m) (hm : occ B U m = n) : m = 1 - n := by
  have hr := occ_reflect B U m
  rw [hm] at hr
  rcases lt_trichotomy n (1 - m) with h | h | h
  · have := occ_strictAnti hc h
    linarith
  · linarith
  · have := occ_strictAnti hc h
    linarith

/-- For `0 < BU ≤ 4`, an occupation `n` above one half is sent to a value strictly above
its mirror image `1 - n`. -/
theorem mirror_lt_occ {B U n : ℝ} (hc : 0 < B * U) (h4 : B * U ≤ 4) (hn : 1 / 2 < n) :
    1 - n < occ B U n := by
  -- the elementary inequality behind `tanh t < t`
  have key : ∀ y : ℝ, 0 < y → 2 * (Real.exp y - 1) < y * (Real.exp y + 1) := by
    intro y hy
    have hmono : StrictMonoOn (fun t : ℝ => (t - 2) * Real.exp t + t) (Set.Ici 0) := by
      apply strictMonoOn_of_deriv_pos (convex_Ici 0) (by fun_prop)
      intro x hx
      rw [interior_Ici] at hx
      have hx0 : 0 < x := hx
      have hd : HasDerivAt (fun t : ℝ => (t - 2) * Real.exp t + t)
          ((x - 1) * Real.exp x + 1) x := by
        have d1 : HasDerivAt (fun t : ℝ => t - 2) 1 x := (hasDerivAt_id' x).sub_const 2
        have d2 : HasDerivAt (fun t : ℝ => (t - 2) * Real.exp t)
            (1 * Real.exp x + (x - 2) * Real.exp x) x := d1.fun_mul (Real.hasDerivAt_exp x)
        have d3 : HasDerivAt (fun t : ℝ => (t - 2) * Real.exp t + t)
            (1 * Real.exp x + (x - 2) * Real.exp x + 1) x := d2.fun_add (hasDerivAt_id' x)
        exact d3.congr_deriv (by ring)
      rw [hd.deriv]
      have h1 := Real.add_one_lt_exp (neg_ne_zero.2 hx0.ne')
      have h2 : Real.exp (-x) * Real.exp x = 1 := by
        rw [← Real.exp_add, neg_add_cancel, Real.exp_zero]
      have h3 := mul_lt_mul_of_pos_right h1 (Real.exp_pos x)
      linarith
    have h : (0 - 2) * Real.exp 0 + 0 < (y - 2) * Real.exp y + y :=
      hmono (Set.mem_Ici.2 le_rfl) (Set.mem_Ici.2 hy.le) hy
    rw [Real.exp_zero] at h
    linarith
  have hx : 0 < n - 1 / 2 := by linarith
  have h1 := key _ (mul_pos hc hx)
  unfold occ
  have hE := Real.exp_pos (B * U * (n - 1 / 2))
  have h2 := mul_le_mul_of_nonneg_right (mul_le_mul_of_nonneg_right h4 hx.le)
    (show 0 ≤ Real.exp (B * U * (n - 1 / 2)) + 1 by linarith)
  rw [lt_div_iff₀ (by positivity)]
  linarith

/-- For `BU > 4`, an occupation `n` above one half and at most `1 - 2/(BU)` is sent strictly
below its mirror image `1 - n`. -/
theorem occ_lt_mirror {B U n : ℝ} (h4 : 4 < B * U) (hn : 1 / 2 < n)
    (hn' : n ≤ 1 - 2 / (B * U)) : occ B U n < 1 - n := by
  have hc : 0 < B * U := by linarith
  have hx : 0 < n - 1 / 2 := by linarith
  have h2 : 0 < 2 / (B * U) := by positivity
  have h3 : 2 ≤ (1 - n) * (B * U) := (div_le_iff₀ hc).1 (by linarith)
  -- bound the exponential from below by its second-order Taylor polynomial
  have hE := mul_le_mul_of_nonneg_left
    (Real.quadratic_le_exp_of_nonneg (mul_pos hc hx).le) (show 0 ≤ 1 - n by linarith)
  have key : 0 < (n - 1 / 2) / 2 *
      ((B * U - 4) + B * U * (n - 1 / 2) * ((1 - n) * (B * U) - 2)) :=
    mul_pos (by linarith) (add_pos_of_pos_of_nonneg (by linarith)
      (mul_nonneg (mul_pos hc hx).le (by linarith)))
  unfold occ
  rw [div_lt_iff₀ (by positivity)]
  linarith

/-- For `BU > 4`, one iteration strictly increases the distance from half filling whenever
that distance is nonzero and at most `1/2 - 2/(BU)`. -/
theorem half_filling_repels {B U n : ℝ} (h4 : 4 < B * U) (hn : n ≠ 1 / 2)
    (hd : |n - 1 / 2| ≤ 1 / 2 - 2 / (B * U)) :
    |n - 1 / 2| < |occ B U n - 1 / 2| := by
  have hb := abs_le.1 hd
  rcases lt_or_gt_of_ne hn with h | h
  · have h1 := occ_lt_mirror (n := 1 - n) h4 (by linarith) (by linarith [hb.1])
    rw [occ_reflect] at h1
    rw [abs_of_neg (by linarith), abs_of_pos (by linarith)]
    linarith
  · have h1 := occ_lt_mirror h4 h (by linarith [hb.2])
    rw [abs_of_pos (by linarith), abs_of_neg (by linarith)]
    linarith

/-- For `BU > 4` the map exchanges two occupations `n` and `1 - n` with
`1 - 2/(BU) < n < 1`. -/
theorem exists_charge_sloshing {B U : ℝ} (h4 : 4 < B * U) :
    ∃ n, 1 - 2 / (B * U) < n ∧ n < 1 ∧ occ B U n = 1 - n ∧ occ B U (1 - n) = n := by
  have hc : 0 < B * U := by linarith
  have h2 : 0 < 2 / (B * U) := by positivity
  have h3 : 2 / (B * U) < 1 / 2 := (div_lt_iff₀ hc).2 (by linarith)
  have hcont : Continuous (fun n => occ B U n + n) := by
    unfold occ
    exact (continuous_const.div (by fun_prop) (fun n => by positivity)).add continuous_id
  have ha := occ_lt_mirror (n := 1 - 2 / (B * U)) h4 (by linarith) le_rfl
  have hb : 0 < occ B U 1 := by unfold occ; positivity
  -- `occ n + n` passes through the value 1 between the two end points
  obtain ⟨n, hn, he⟩ := intermediate_value_Ioo
    (show 1 - 2 / (B * U) ≤ 1 by linarith) hcont.continuousOn
    (show (1 : ℝ) ∈ Set.Ioo _ _ from ⟨by linarith, by linarith⟩)
  have he' : occ B U n + n = 1 := he
  refine ⟨n, hn.1, hn.2, by linarith, ?_⟩
  rw [occ_reflect]
  linarith

/-- Sharp smearing threshold: for `B, U > 0` the half-filled occupation map has a two-cycle
of distinct points if and only if `BU > 4`. -/
theorem twoCycle_iff {B U : ℝ} (hB : 0 < B) (hU : 0 < U) :
    (∃ n m, n ≠ m ∧ occ B U n = m ∧ occ B U m = n) ↔ 4 < B * U := by
  have hc := mul_pos hB hU
  constructor
  · rintro ⟨n, m, hne, hn, hm⟩
    by_contra h
    have h4 : B * U ≤ 4 := not_lt.1 h
    have hs := twoCycle_symmetric hc hn hm
    rcases lt_trichotomy n (1 / 2) with h | h | h
    · have := mirror_lt_occ (n := m) hc h4 (by linarith)
      linarith
    · exact hne (by linarith)
    · have := mirror_lt_occ hc h4 h
      linarith
  · intro h4
    have h3 : 2 / (B * U) < 1 / 2 := (div_lt_iff₀ hc).2 (by linarith)
    obtain ⟨n, h1, -, hn, hm⟩ := exists_charge_sloshing h4
    exact ⟨n, 1 - n, fun h => by linarith, hn, hm⟩

/-- For `BU > 4`, plain iteration started from any occupation other than one half does not
converge to any real number. -/
theorem iteration_not_convergent {B U n₀ : ℝ} (h4 : 4 < B * U) (h0 : n₀ ≠ 1 / 2) (L : ℝ) :
    ¬ Tendsto (fun k : ℕ => (occ B U)^[k] n₀) atTop (𝓝 L) := by
  intro hL
  have hc : 0 < B * U := by linarith
  have hcont : Continuous (occ B U) := by
    unfold occ
    exact continuous_const.div (by fun_prop) (fun n => by positivity)
  -- a limit is a fixed point, hence half filling
  have hfix : occ B U L = L := isFixedPt_of_tendsto_iterate hL hcont.continuousAt
  have hhalf : L = 1 / 2 := by linarith [twoCycle_symmetric hc hfix hfix]
  subst hhalf
  -- the orbit never lands on half filling
  have hne : ∀ k : ℕ, (occ B U)^[k] n₀ ≠ 1 / 2 := by
    intro k
    induction k with
    | zero => exact h0
    | succ k ih =>
      rw [Function.iterate_succ_apply']
      exact fun h => ih ((occ_strictAnti hc).injective (h.trans hfix.symm))
  have h3 : 2 / (B * U) < 1 / 2 := (div_lt_iff₀ hc).2 (by linarith)
  have hm := Metric.tendsto_atTop.1 hL
  obtain ⟨K, hK⟩ := hm (1 / 2 - 2 / (B * U)) (by linarith)
  -- once inside the repelling zone, the distance can only grow
  have hgrow : ∀ k, K ≤ k →
      |(occ B U)^[K] n₀ - 1 / 2| ≤ |(occ B U)^[k] n₀ - 1 / 2| := by
    intro k hk
    induction k, hk using Nat.le_induction with
    | base => exact le_rfl
    | succ k hk ih =>
      have hd := hK k hk
      rw [Real.dist_eq] at hd
      rw [Function.iterate_succ_apply']
      exact ih.trans (half_filling_repels h4 (hne k) hd.le).le
  obtain ⟨N, hN⟩ := hm |(occ B U)^[K] n₀ - 1 / 2| (abs_pos.2 (sub_ne_zero.2 (hne K)))
  have h1 := hN (max K N) (le_max_right K N)
  rw [Real.dist_eq] at h1
  exact not_lt_of_ge (hgrow (max K N) (le_max_left K N)) h1

end FermiDiracThreshold
```

```lean
#print axioms FermiDiracThreshold.twoCycle_iff
#print axioms FermiDiracThreshold.iteration_not_convergent
```

```
'FermiDiracThreshold.twoCycle_iff' depends on axioms: [propext, Classical.choice, Quot.sound]
'FermiDiracThreshold.iteration_not_convergent' depends on axioms: [propext, Classical.choice, Quot.sound]
```

## From the inequalities to the Lean proof

`occ_reflect` puts the two fractions over a common denominator; `linear_combination` then closes the goal from \(e^{-y}e^{y}=1\). `occ_strictAnti` is the monotonicity, and `twoCycle_symmetric` runs through the three possible orderings of `n` and `1 - m`.

`mirror_lt_occ` handles \(BU\le4\). Its inner statement `key` is the inequality for \(y>0\). The function \(g\) is shown to be strictly increasing by `strictMonoOn_of_deriv_pos`, with its derivative assembled in `d1` to `d3` and its sign taken from `Real.add_one_lt_exp` at \(-t\).

`occ_lt_mirror` handles \(BU>4\). The lower bound on the exponential is `Real.quadratic_le_exp_of_nonneg`, and its `key` is the positivity of the factored expression displayed above. After the denominator is cleared, `linarith` combines the two. `half_filling_repels` turns this into a statement about distances, applying it to `1 - n` when `n` lies below one half.

`exists_charge_sloshing` applies the intermediate value theorem, `intermediate_value_Ioo`, to `occ B U n + n`. In `twoCycle_iff`, the forward direction assumes \(BU\le4\) and applies `mirror_lt_occ` to whichever point of the cycle lies above one half; the reverse direction uses the cycle just constructed.

In `iteration_not_convergent`, `isFixedPt_of_tendsto_iterate` makes the limit a fixed point, and `twoCycle_symmetric`, used with both points equal, identifies it as one half. Induction gives `hne`, that the orbit never lands there. A second induction, starting at `K`, gives `hgrow`, that the distance never drops below its value at `K`. Convergence would bring some later iterate closer than that, which is the contradiction.
